# Non-interacting electrons in filled shells on a sphere: at fixed density, the kinetic energy per electron rises with each added shell towards the planar value

Put two electrons into the constant orbital on a sphere. Their kinetic energy is zero at every density $n$, yet the non-interacting, spin-unpolarized planar gas of the same density has $\pi n/2$ per electron, in atomic units. A formula fitted to the planar gas and fed only with $n$ therefore predicts a kinetic energy where there is none, and for eight electrons, which fill the next shell as well, it is still too high by a third. For non-interacting closed-shell gases on a sphere, the results below give the size of this discrepancy and show that no function of the number $n$ alone can remove it, which matters when such finite gases serve as reference systems for density functionals.

## Shells, energies and density

Atomic units are used, and $L$ is the highest filled shell.

```lean
import Mathlib

open Real Filter Topology

namespace SphericalElectronGas

noncomputable section
```

Shell $l$ has $2l+1$ orbitals, each holding two electrons of opposite spin, so
$$N=\sum_{l=0}^{L}2(2l+1).$$
The sum is real-valued in Lean, and `Finset.range (L + 1)` runs over $0,\dots,L$.

```lean
/-- Number of electrons when the shells `l = 0, ..., L` are doubly occupied;
shell `l` has `2 l + 1` orbitals. -/
def electrons (L : ℕ) : ℝ := ∑ l ∈ Finset.range (L + 1), 2 * (2 * (l : ℝ) + 1)
```

On a sphere of radius $R$, an electron in shell $l$ has kinetic energy $l(l+1)/(2R^2)$. This is the spectrum of $-\tfrac12\nabla^2$ on the sphere; it enters as a definition, as does the degeneracy, and neither is derived from a Schrödinger equation.

```lean
/-- Kinetic energy `l (l + 1) / (2 R²)` of an electron in shell `l` on a sphere of
radius `R ≠ 0`, in atomic units. -/
def level (R : ℝ) (l : ℕ) : ℝ := (l : ℝ) * (l + 1) / (2 * R ^ 2)
```

Weighting each level by its occupation gives the total energy
$$E=\sum_{l=0}^{L}2(2l+1)\,\frac{l(l+1)}{2R^2}.$$
There is no electron repulsion in it, and every shell up to $L$ is full.

```lean
/-- Total kinetic energy of the doubly occupied shells `l = 0, ..., L` on a sphere of
radius `R ≠ 0`. -/
def totalKinetic (L : ℕ) (R : ℝ) : ℝ :=
  ∑ l ∈ Finset.range (L + 1), 2 * (2 * (l : ℝ) + 1) * level R l
```

The quantity of interest is $E/N$.

```lean
/-- Kinetic energy per electron on a sphere of radius `R ≠ 0`. -/
def meanKinetic (L : ℕ) (R : ℝ) : ℝ := totalKinetic L R / electrons L
```

The density is electron number over area, written without a division: $N=n\cdot4\pi R^2$. Only this average enters the argument.

```lean
/-- The gas with shells `0, ..., L` filled has density `n` on the sphere of radius `R`:
the electron number is `n` times the area `4 π R²`. -/
def HasDensity (n : ℝ) (L : ℕ) (R : ℝ) : Prop := electrons L = n * (4 * π * R ^ 2)
```

## The planar gas, defined independently

In the plane there are $1/(2\pi)^2$ states per unit area and unit area of $k$-space, each taking two electrons. With Fermi wave number $k_F$, rings of circumference $2\pi k$ fill the Fermi disk:
$$n_{\rm pl}=\frac{2}{(2\pi)^2}\int_0^{k_F}2\pi k\,dk .$$

```lean
/-- Density of the planar gas with Fermi wave number `kF`: two electrons for each state
in the Fermi disk. -/
def planarDensity (kF : ℝ) : ℝ := 2 / (2 * π) ^ 2 * ∫ k in (0 : ℝ)..kF, 2 * π * k
```

Weighting the same states by $k^2/2$ gives the kinetic energy per area,
$$e_{\rm pl}=\frac{2}{(2\pi)^2}\int_0^{k_F}\frac{k^2}{2}\,2\pi k\,dk .$$

```lean
/-- Kinetic energy per area of the planar gas: `k² / 2` summed over the Fermi disk, with
two electrons for each state. -/
def planarEnergyDensity (kF : ℝ) : ℝ :=
  2 / (2 * π) ^ 2 * ∫ k in (0 : ℝ)..kF, k ^ 2 / 2 * (2 * π * k)
```

## Summing the shells

The electron number is $N=2(L+1)^2$. For $L=0$ both sides are 2, and adding shell $L+1$ gives
$$2(L+1)^2+2(2L+3)=2(L+2)^2 .$$
The Lean induction splits off the last shell with `Finset.sum_range_succ` and leaves this identity to `ring`.

```lean
/-- The filled shells `0, ..., L` hold `2 (L + 1)²` electrons. -/
theorem electrons_eq (L : ℕ) : electrons L = 2 * ((L : ℝ) + 1) ^ 2 := by
  unfold electrons
  induction L with
  | zero => norm_num
  | succ L ih =>
    rw [Finset.sum_range_succ, ih]
    push_cast
    ring
```

The energy is $E=L(L+1)^2(L+2)/(2R^2)$. It vanishes for $L=0$. In the induction step, the numerator becomes
$$(L+1)(L+2)\bigl[L(L+1)+2(2L+3)\bigr]=(L+1)(L+2)^2(L+3),$$
because the bracket is $L^2+5L+6=(L+2)(L+3)$.

```lean
/-- The total kinetic energy of the filled shells is `L (L + 1)² (L + 2) / (2 R²)`. -/
theorem totalKinetic_eq (L : ℕ) (R : ℝ) :
    totalKinetic L R = (L : ℝ) * (L + 1) ^ 2 * (L + 2) / (2 * R ^ 2) := by
  unfold totalKinetic level
  induction L with
  | zero => simp
  | succ L ih =>
    rw [Finset.sum_range_succ, ih]
    push_cast
    ring
```

## For given $L$, density and radius determine each other

Since $N>0$, the relation $N=n\cdot4\pi R^2$ rules out $R=0$ and forces $n>0$. Inserting $N=2(L+1)^2$ then gives
$$n=\frac{(L+1)^2}{2\pi R^2}.$$
Theorems that assume `HasDensity n L R` thus need no separate positivity hypotheses.

```lean
/-- A filled-shell gas of density `n` on a sphere of radius `R` has `n > 0` and `R ≠ 0`,
and its density is `(L + 1)² / (2 π R²)`. -/
theorem HasDensity.density_eq {n R : ℝ} {L : ℕ} (h : HasDensity n L R) :
    0 < n ∧ R ≠ 0 ∧ n = ((L : ℝ) + 1) ^ 2 / (2 * π * R ^ 2) := by
  unfold HasDensity at h
  rw [electrons_eq] at h
  have hN : 0 < n * (4 * π * R ^ 2) := by
    rw [← h]
    positivity
  have hR : R ≠ 0 := by
    rintro rfl
    simp at hN
  have hA : 0 < 4 * π * R ^ 2 := by positivity
  refine ⟨(mul_pos_iff_of_pos_right hA).1 hN, hR, ?_⟩
  rw [eq_div_iff (by positivity)]
  linear_combination (-1 / 2) * h
```

Conversely, given $n>0$ and $L$, the radius
$$R=\sqrt{\frac{(L+1)^2}{2\pi n}}$$
has the required density. Any other positive solution has the same square, hence is the same number. Gases with different $L$ can therefore always be compared at one density.

```lean
/-- For every density `n > 0` and every highest shell `L` there is exactly one positive
radius at which the filled-shell gas has density `n`. -/
theorem existsUnique_radius {n : ℝ} (hn : 0 < n) (L : ℕ) :
    ∃! R : ℝ, 0 < R ∧ HasDensity n L R := by
  refine ⟨√(((L : ℝ) + 1) ^ 2 / (2 * π * n)), ⟨by positivity, ?_⟩, ?_⟩
  · have hs : √(((L : ℝ) + 1) ^ 2 / (2 * π * n)) ^ 2 * (2 * π * n) = ((L : ℝ) + 1) ^ 2 := by
      rw [Real.sq_sqrt (by positivity)]
      exact div_mul_cancel₀ _ (by positivity)
    unfold HasDensity
    rw [electrons_eq]
    linear_combination (-2) * hs
  · rintro S ⟨hS, h⟩
    unfold HasDensity at h
    rw [electrons_eq] at h
    have hS2 : S ^ 2 = ((L : ℝ) + 1) ^ 2 / (2 * π * n) := by
      rw [eq_div_iff (by positivity)]
      linear_combination (-1 / 2) * h
    rw [← hS2, Real.sqrt_sq hS.le]
```

## The energy at fixed density

Dividing the two sums gives
$$\frac EN=\frac{L(L+2)}{4R^2}.$$
From the density, $1/(4R^2)=\pi n/\bigl(2(L+1)^2\bigr)$, and $L(L+2)=(L+1)^2-1$, so
$$\frac EN=\frac{\pi n}{2}\left(1-\frac1{(L+1)^2}\right).$$
The proof substitutes in the other direction, replacing $n$ by its expression in $R$.

```lean
/-- At density `n`, the kinetic energy per electron of the gas with shells `0, ..., L`
filled is `(π n / 2) (1 - 1 / (L + 1)²)`. -/
theorem meanKinetic_eq {n R : ℝ} {L : ℕ} (h : HasDensity n L R) :
    meanKinetic L R = π * n / 2 * (1 - 1 / ((L : ℝ) + 1) ^ 2) := by
  obtain ⟨-, hR, hn⟩ := h.density_eq
  have hL : (L : ℝ) + 1 ≠ 0 := by positivity
  -- eliminate the density in favour of the radius
  rw [meanKinetic, totalKinetic_eq, electrons_eq, hn]
  field_simp
  ring
```

The device that carries this step is `field_simp`. It clears denominators, which is legitimate only when they are nonzero, so it must find evidence for each factor. That is why `hR` and `hL` are put in place first: they supply $R\neq0$ and $L+1\neq0$. Once the fractions are gone, what remains is a polynomial identity, in essence $L(L+2)=(L+1)^2-1$, and `ring` decides it. The physical input is `hn`, the density relation solved for $n$; `hR` follows from the same relation and only licenses the division.

The same elimination expresses the deficit through the radius alone:
$$\frac EN=\frac{\pi n}{2}-\frac{1}{4R^2}.$$

```lean
/-- At density `n` on a sphere of radius `R`, the kinetic energy per electron lies below
`π n / 2` by exactly `1 / (4 R²)`. -/
theorem meanKinetic_eq_sub_curvature {n R : ℝ} {L : ℕ} (h : HasDensity n L R) :
    meanKinetic L R = π * n / 2 - 1 / (4 * R ^ 2) := by
  obtain ⟨-, hR, hn⟩ := h.density_eq
  have hL : (L : ℝ) + 1 ≠ 0 := by positivity
  rw [meanKinetic_eq h, hn]
  field_simp
  ring
```

## Equal densities, different energies

Let $L<L'$ at the same $n$. Then $(L+1)^2<(L'+1)^2$, so the reciprocals are ordered the other way, and less is subtracted from 1 for $L'$. Multiplying by $\pi n/2>0$ preserves the strict inequality. The proof has these steps as `hsq`, `hinv` and the final multiplication. The radii `R` and `R'` are separate variables, each tied to the common density by its own hypothesis.

```lean
/-- Of two filled-shell gases with the same density, the one with more filled shells has
the strictly larger kinetic energy per electron. -/
theorem meanKinetic_lt {n R R' : ℝ} {L L' : ℕ} (hLL : L < L')
    (h : HasDensity n L R) (h' : HasDensity n L' R') :
    meanKinetic L R < meanKinetic L' R' := by
  have hn : 0 < n := h.density_eq.1
  have hc : (L : ℝ) < L' := by exact_mod_cast hLL
  have hsq : ((L : ℝ) + 1) ^ 2 < ((L' : ℝ) + 1) ^ 2 :=
    pow_lt_pow_left₀ (by linarith) (by positivity) two_ne_zero
  have hinv : 1 / ((L' : ℝ) + 1) ^ 2 < 1 / ((L : ℝ) + 1) ^ 2 :=
    one_div_lt_one_div_of_lt (by positivity) hsq
  rw [meanKinetic_eq h, meanKinetic_eq h']
  exact mul_lt_mul_of_pos_left (by linarith) (by positivity)
```

Together with the existence of both radii, this shows that the number $n$ alone does not fix the energy per electron: a second quantity, such as $L$ or $R$, is needed. A functional of the density on the whole sphere has access to it, since integrating the density over the sphere gives $N$, and $N$ fixes $L$.

## The planar limit

The Fermi-disk integrals are $\pi k_F^2$ and $\pi k_F^4/4$, so
$$n_{\rm pl}=\frac{k_F^2}{2\pi},\qquad e_{\rm pl}=\frac{k_F^4}{8\pi}=n_{\rm pl}\,\frac{\pi n_{\rm pl}}{2}.$$
In the proof, `h1` and `h2` are the two integrals.

```lean
/-- The planar gas of density `n` has kinetic energy `n (π n / 2)` per area. -/
theorem planarEnergyDensity_eq (kF : ℝ) :
    planarEnergyDensity kF = planarDensity kF * (π * planarDensity kF / 2) := by
  have h1 : ∫ k in (0 : ℝ)..kF, 2 * π * k = π * kF ^ 2 := by
    rw [intervalIntegral.integral_const_mul, integral_id]
    ring
  have h2 : ∫ k in (0 : ℝ)..kF, k ^ 2 / 2 * (2 * π * k) = π * (kF ^ 4 / 4) := by
    have e : ∀ k : ℝ, k ^ 2 / 2 * (2 * π * k) = π * k ^ 3 := fun k => by ring
    simp_rw [e]
    rw [intervalIntegral.integral_const_mul, integral_pow]
    norm_num
  rw [planarEnergyDensity, planarDensity, h1, h2]
  field_simp
  ring
```

Now take a sequence of spheres, one radius `R L` for each $L$, all with density $n_{\rm pl}$. Since $1/(L+1)\to0$,
$$\frac{\pi n_{\rm pl}}{2}\left(1-\frac1{(L+1)^2}\right)\longrightarrow\frac{\pi n_{\rm pl}}{2}=\frac{e_{\rm pl}}{n_{\rm pl}} .$$
Lean first rewrites the target $e_{\rm pl}/n_{\rm pl}$ as $\pi n_{\rm pl}/2$, builds the limit from `h0`, and transfers it to `meanKinetic` through the closed formula. The density hypothesis at $L=0$ already guarantees $n_{\rm pl}\neq0$.

```lean
/-- If spheres with ever more filled shells all have the density of a given planar gas,
their kinetic energy per electron tends to that of the planar gas. -/
theorem tendsto_planar {kF : ℝ} {R : ℕ → ℝ}
    (h : ∀ L, HasDensity (planarDensity kF) L (R L)) :
    Tendsto (fun L => meanKinetic L (R L)) atTop
      (𝓝 (planarEnergyDensity kF / planarDensity kF)) := by
  have hn : planarDensity kF ≠ 0 := (h 0).density_eq.1.ne'
  rw [planarEnergyDensity_eq, mul_div_cancel_left₀ _ hn]
  -- the finite-size correction vanishes as the number of shells grows
  have h0 : Tendsto (fun L : ℕ => 1 / ((L : ℝ) + 1)) atTop (𝓝 0) :=
    tendsto_one_div_add_atTop_nhds_zero_nat
  have h1 : Tendsto (fun L : ℕ => π * planarDensity kF / 2 * (1 - (1 / ((L : ℝ) + 1)) ^ 2))
      atTop (𝓝 (π * planarDensity kF / 2 * (1 - (0 : ℝ) ^ 2))) :=
    ((h0.pow 2).const_sub 1).const_mul _
  have e : π * planarDensity kF / 2 * (1 - (0 : ℝ) ^ 2) = π * planarDensity kF / 2 := by ring
  rw [e] at h1
  refine h1.congr fun L => ?_
  rw [meanKinetic_eq (h L), one_div_pow]

end

end SphericalElectronGas
```

```lean
#print axioms SphericalElectronGas.existsUnique_radius
-- 'SphericalElectronGas.existsUnique_radius' depends on axioms: [propext, Classical.choice, Quot.sound]
#print axioms SphericalElectronGas.meanKinetic_eq_sub_curvature
-- 'SphericalElectronGas.meanKinetic_eq_sub_curvature' depends on axioms: [propext, Classical.choice, Quot.sound]
#print axioms SphericalElectronGas.meanKinetic_lt
-- 'SphericalElectronGas.meanKinetic_lt' depends on axioms: [propext, Classical.choice, Quot.sound]
#print axioms SphericalElectronGas.tendsto_planar
-- 'SphericalElectronGas.tendsto_planar' depends on axioms: [propext, Classical.choice, Quot.sound]
```
